# At a mass step in a harmonic chain, the Caroli transmission equals $1-|r|^2$ for waves that propagate on both sides

A vibration of frequency $\omega$ runs along a chain of atoms and reaches a point where the atomic mass changes from $m_1$ to $m_2$. Part of its energy is reflected. The fraction that crosses can be found by matching plane waves, with reflection amplitude $r$, or from Green functions through the Caroli formula. With the same nearest-neighbour spring $K>0$ everywhere, and wavenumbers $q_1,q_2\in(0,\pi)$ fixed by $m_j\omega^2=2K(1-\cos q_j)$, both give

$$T=\frac{\sin q_1\,\sin q_2}{\sin^2\frac{q_1+q_2}{2}}=1-|r|^2 .$$

The Caroli formula is used in atomistic calculations of phonon heat transport; here it is evaluated for a one-dimensional harmonic chain. The open interval means that $\omega$ lies strictly inside both phonon bands, which makes $\omega\neq0$ and both masses positive.

In Lean 4 with Mathlib:

```lean
import Mathlib

open Complex (I exp)

namespace CaroliJunction

noncomputable section
```

## Leads, site and transmission

A lead is a semi-infinite chain whose end atom keeps its spring to the next site, where the displacement is held at zero. Its surface Green function $g$ satisfies a Dyson equation, because holding the end atom fixed as well leaves the same chain, one atom shorter:

$$(m\omega^2-2K-K^2g)\,g=1 .$$

With time dependence $e^{-i\omega t}$ and $\omega>0$, the retarded root has $\operatorname{Im}g<0$. `IsSurfaceGreen` takes these two properties as the definition. That such a root is the $\omega+i0^+$ limit of the infinite lead's resolvent is the step left to physics.

```lean
/-- `g` solves the Dyson equation of a semi-infinite chain (mass `m`, spring `K`) at frequency `ω`
and has negative imaginary part. For `K > 0` and `ω > 0` strictly inside the phonon band, this is
the retarded surface Green function. -/
def IsSurfaceGreen (K m ω : ℝ) (g : ℂ) : Prop :=
  (m * ω ^ 2 - 2 * K - K ^ 2 * g) * g = 1 ∧ g.im < 0
```

Attached by a spring $K$, a lead contributes the self-energy $\Sigma=K^2g$.

```lean
/-- The self-energy that a lead with surface Green function `g` gives to the site attached to it
by a spring `K`. -/
def selfEnergy (K : ℝ) (g : ℂ) : ℂ := K ^ 2 * g
```

Its broadening is $\Gamma=-2\operatorname{Im}\Sigma$.

```lean
/-- The broadening `Γ = -2 Im Σ` due to a lead. -/
def broadening (K : ℝ) (g : ℂ) : ℝ := -2 * (selfEnergy K g).im
```

The central site is the last atom of mass $m_1$, with Green function $G=(m_1\omega^2-2K-\Sigma_1-\Sigma_2)^{-1}$.

```lean
/-- The Green function of one site of mass `m` between two leads, defined where
`m ω² - 2K - Σ₁ - Σ₂` is nonzero. -/
def siteGreen (K m ω : ℝ) (g₁ g₂ : ℂ) : ℂ :=
  (m * ω ^ 2 - 2 * K - selfEnergy K g₁ - selfEnergy K g₂)⁻¹
```

The Caroli transmission is $T=\Gamma_1\Gamma_2|G|^2$.

```lean
/-- The Caroli transmission `Γ₁ Γ₂ |G|²` through one site, on the domain of `siteGreen`. -/
def caroli (K m ω : ℝ) (g₁ g₂ : ℂ) : ℝ :=
  broadening K g₁ * broadening K g₂ * ‖siteGreen K m ω g₁ g₂‖ ^ 2
```

## The scattering problem

For the direct calculation, displacements live on all integers $n$ and are built from waves $e^{iqn}$.

```lean
/-- The lattice plane wave `exp(i q n)`. -/
def planeWave (q : ℝ) (n : ℤ) : ℂ := exp (q * n * I)
```

The central site is $n=0$, so the mass changes between sites 0 and 1.

```lean
/-- The masses of the joined chain: `m₁` up to site 0, and `m₂` from site 1 on. -/
def junctionMass (m₁ m₂ : ℝ) (n : ℤ) : ℝ := if n ≤ 0 then m₁ else m₂
```

The displacement is $u_n=e^{iq_1n}+re^{-iq_1n}$ for $n\le0$ and $u_n=te^{iq_2n}$ for $n\ge1$. Here $t$ is a ratio of displacements, not of energies.

```lean
/-- Incident and reflected waves up to site 0, and a transmitted wave from site 1 on. -/
def scatteringWave (q₁ q₂ : ℝ) (r t : ℂ) (n : ℤ) : ℂ :=
  if n ≤ 0 then planeWave q₁ n + r * planeWave (-q₁) n else t * planeWave q₂ n
```

Newton's equations read $M_n\omega^2u_n=K(2u_n-u_{n-1}-u_{n+1})$, where $M_n$ is the mass at site $n$.

```lean
/-- Newton's equations at frequency `ω` for a chain with springs `K` and given masses. -/
def SolvesNewton (K ω : ℝ) (mass : ℤ → ℝ) (u : ℤ → ℂ) : Prop :=
  ∀ n, mass n * ω ^ 2 * u n = K * (2 * u n - u (n - 1) - u (n + 1))
```

## The retarded root

Two facts about phases are needed. The first is $e^{-iq}=\cos q-i\sin q$.

```lean
/-- Euler's formula for the phase `exp(-i q)`. -/
theorem exp_neg_phase (q : ℝ) :
    exp (-(q * I)) = Complex.cos q - Complex.sin q * I := by
  rw [← neg_mul, Complex.exp_mul_I, Complex.cos_neg, Complex.sin_neg]
  ring
```

The second follows by adding the squares of the real and imaginary parts:

$$|e^{ib}-e^{-ia}|^2=2-2\cos(a+b)=4\sin^2\tfrac{a+b}{2}.$$

```lean
/-- The squared distance between the phases `exp(i b)` and `exp(-i a)` is
`4 sin²((a + b)/2)`. -/
theorem phase_gap (a b : ℝ) :
    ‖exp (b * I) - exp (-(a * I))‖ ^ 2 = 4 * Real.sin ((a + b) / 2) ^ 2 := by
  have hz : exp (b * I) - exp (-(a * I)) =
      ((Real.cos b - Real.cos a : ℝ) : ℂ) + ((Real.sin b + Real.sin a : ℝ) : ℂ) * I := by
    rw [exp_neg_phase, Complex.exp_mul_I]
    push_cast
    ring
  rw [hz, Complex.sq_norm, Complex.normSq_add_mul_I]
  have h := Real.cos_add a b
  have h2 := Real.cos_two_mul ((a + b) / 2)
  rw [show 2 * ((a + b) / 2) = a + b by ring] at h2
  linear_combination Real.sin_sq_add_cos_sq a + Real.sin_sq_add_cos_sq b + 2 * h - 2 * h2
    - 4 * Real.sin_sq_add_cos_sq ((a + b) / 2)
```

Since $m\omega^2-2K=-2K\cos q$, the Dyson equation factors:

$$(Kg+e^{iq})(Kg+e^{-iq})=0 .$$

The roots have imaginary parts $\mp\sin q/K$, so the sign condition selects $g=-e^{iq}/K$. In the proof `hF` is this factorisation, and `nlinarith` excludes the second root. The converse substitutes the root back.

```lean
/-- For `K > 0` and a wavenumber `q` in `(0, π)` obeying the dispersion relation, `g` satisfies
`IsSurfaceGreen` exactly when it is `-exp(i q)/K`. -/
theorem surfaceGreen_iff {K m ω q : ℝ} {g : ℂ} (hK : 0 < K) (hq : q ∈ Set.Ioo 0 Real.pi)
    (hd : m * ω ^ 2 = 2 * K * (1 - Real.cos q)) :
    IsSurfaceGreen K m ω g ↔ g = -exp (q * I) / K := by
  have hKc : (K : ℂ) ≠ 0 := by exact_mod_cast hK.ne'
  have hs0 := Real.sin_pos_of_pos_of_lt_pi hq.1 hq.2
  have hcs1 := Real.cos_sq_add_sin_sq q
  rw [Complex.exp_mul_I, ← Complex.ofReal_cos, ← Complex.ofReal_sin]
  generalize Real.cos q = c at *
  generalize Real.sin q = s at *
  have hcs : (c : ℂ) ^ 2 + (s : ℂ) ^ 2 = 1 := by exact_mod_cast hcs1
  have hdC : (m : ℂ) * (ω : ℂ) ^ 2 = 2 * K * (1 - c) := by exact_mod_cast hd
  have hI := Complex.I_sq
  constructor
  · rintro ⟨hD, him⟩
    -- the Dyson quadratic factors into an outgoing and an incoming root
    have hF : (K * g + (c + s * I)) * (K * g + (c - s * I)) = 0 := by
      linear_combination -hD + g * hdC + hcs - (s : ℂ) ^ 2 * hI
    rcases mul_eq_zero.mp hF with h | h
    · rw [eq_div_iff hKc]
      linear_combination h
    · have h' := congrArg Complex.im h
      simp at h'
      nlinarith [mul_neg_of_pos_of_neg hK him]
  · intro hg
    have hKg : K * g = -(c + s * I) := by
      rw [hg]
      field_simp
    refine ⟨?_, ?_⟩
    · linear_combination g * hdC - (K * g + c - s * I) * hKg + hcs - (s : ℂ) ^ 2 * hI
    · have h' := congrArg Complex.im hKg
      simp at h'
      by_contra hn
      nlinarith [mul_nonneg hK.le (not_lt.mp hn)]
```

Hence $\Sigma=-Ke^{iq}$ and $\Gamma=2K\sin q$.

```lean
/-- For `K > 0` and `q` in `(0, π)` obeying the dispersion relation, a lead whose `g` satisfies
`IsSurfaceGreen` has self-energy `-K exp(i q)` and broadening `2 K sin q`. -/
theorem lead_selfEnergy {K m ω q : ℝ} {g : ℂ} (hK : 0 < K) (hq : q ∈ Set.Ioo 0 Real.pi)
    (hd : m * ω ^ 2 = 2 * K * (1 - Real.cos q)) (hg : IsSurfaceGreen K m ω g) :
    selfEnergy K g = -(K * exp (q * I)) ∧ broadening K g = 2 * K * Real.sin q := by
  have hKc : (K : ℂ) ≠ 0 := by exact_mod_cast hK.ne'
  have hS : selfEnergy K g = -(K * exp (q * I)) := by
    rw [selfEnergy, (surfaceGreen_iff hK hq hd).1 hg]
    field_simp
  refine ⟨hS, ?_⟩
  rw [broadening, hS, Complex.neg_im, Complex.im_ofReal_mul, Complex.exp_ofReal_mul_I_im]
  ring
```

## The Caroli side

The inverse of $G$ is

$$-2K\cos q_1+Ke^{iq_1}+Ke^{iq_2}=K(e^{iq_2}-e^{-iq_1}).$$

By the second phase formula it is nonzero, because $(q_1+q_2)/2$ lies in $(0,\pi)$. The theorem states that the product of $G$ and this expression is 1.

```lean
section Junction

variable {K m₁ m₂ ω q₁ q₂ : ℝ} {g₁ g₂ r t : ℂ}

/-- For `K > 0`, wavenumbers in `(0, π)` obeying the dispersion relations, and leads satisfying
`IsSurfaceGreen`, the Green function of the junction site is the inverse of
`K (exp(i q₂) - exp(-i q₁))`. -/
theorem siteGreen_junction (hK : 0 < K) (hq₁ : q₁ ∈ Set.Ioo 0 Real.pi)
    (hq₂ : q₂ ∈ Set.Ioo 0 Real.pi) (hd₁ : m₁ * ω ^ 2 = 2 * K * (1 - Real.cos q₁))
    (hd₂ : m₂ * ω ^ 2 = 2 * K * (1 - Real.cos q₂))
    (hg₁ : IsSurfaceGreen K m₁ ω g₁) (hg₂ : IsSurfaceGreen K m₂ ω g₂) :
    siteGreen K m₁ ω g₁ g₂ * (K * (exp (q₂ * I) - exp (-(q₁ * I)))) = 1 := by
  have hKc : (K : ℂ) ≠ 0 := by exact_mod_cast hK.ne'
  have hS : 0 < Real.sin ((q₁ + q₂) / 2) := Real.sin_pos_of_pos_of_lt_pi
    (by linarith [hq₁.1, hq₂.1]) (by linarith [hq₁.2, hq₂.2])
  have hne : exp (q₂ * I) - exp (-(q₁ * I)) ≠ 0 := by
    intro h
    have hD := phase_gap q₁ q₂
    rw [h, norm_zero] at hD
    nlinarith [pow_pos hS 2]
  have hdC := congrArg Complex.ofReal hd₁
  push_cast at hdC
  have hden : (m₁ : ℂ) * (ω : ℂ) ^ 2 - 2 * K - -(K * exp (q₁ * I)) - -(K * exp (q₂ * I)) =
      K * (exp (q₂ * I) - exp (-(q₁ * I))) := by
    rw [exp_neg_phase, Complex.exp_mul_I (q₁ : ℂ)]
    linear_combination hdC
  rw [siteGreen, (lead_selfEnergy hK hq₁ hd₁ hg₁).1, (lead_selfEnergy hK hq₂ hd₂ hg₂).1, hden]
  exact inv_mul_cancel₀ (mul_ne_zero hKc hne)
```

Taking squared moduli gives

$$T=\frac{4K^2\sin q_1\sin q_2}{4K^2\sin^2\frac{q_1+q_2}{2}} .$$

```lean
/-- For `K > 0`, wavenumbers in `(0, π)` obeying the dispersion relations, and leads satisfying
`IsSurfaceGreen`, the Caroli transmission through the junction site is
`sin q₁ sin q₂ / sin²((q₁ + q₂)/2)`. -/
theorem caroli_closed_form (hK : 0 < K) (hq₁ : q₁ ∈ Set.Ioo 0 Real.pi)
    (hq₂ : q₂ ∈ Set.Ioo 0 Real.pi) (hd₁ : m₁ * ω ^ 2 = 2 * K * (1 - Real.cos q₁))
    (hd₂ : m₂ * ω ^ 2 = 2 * K * (1 - Real.cos q₂))
    (hg₁ : IsSurfaceGreen K m₁ ω g₁) (hg₂ : IsSurfaceGreen K m₂ ω g₂) :
    caroli K m₁ ω g₁ g₂ =
      Real.sin q₁ * Real.sin q₂ / Real.sin ((q₁ + q₂) / 2) ^ 2 := by
  have hS : 0 < Real.sin ((q₁ + q₂) / 2) := Real.sin_pos_of_pos_of_lt_pi
    (by linarith [hq₁.1, hq₂.1]) (by linarith [hq₁.2, hq₂.2])
  have hn := congrArg (fun z : ℂ => ‖z‖ ^ 2) (siteGreen_junction hK hq₁ hq₂ hd₁ hd₂ hg₁ hg₂)
  simp only [norm_mul, mul_pow, norm_one, one_pow, Complex.norm_real, Real.norm_eq_abs,
    sq_abs] at hn
  rw [phase_gap] at hn
  rw [caroli, (lead_selfEnergy hK hq₁ hd₁ hg₁).2, (lead_selfEnergy hK hq₂ hd₂ hg₂).2,
    eq_div_iff (pow_pos hS 2).ne']
  linear_combination Real.sin q₁ * Real.sin q₂ * hn
```

This closed form fails if the right lead's sign condition is dropped. Take $K=1$, $q_1=\pi/2$, $q_2=\pi/3$, with $g_1=-i$ but the other Dyson root $g_2=-e^{-i\pi/3}$. Then $\Gamma_1=2$, $\Gamma_2=-\sqrt3$ and $|G|^{-2}=2-\sqrt3$, so $\Gamma_1\Gamma_2|G|^2=-6-4\sqrt3$. The closed form gives $4\sqrt3-6\approx0.93$.

## The matching side

In a uniform chain a plane wave solves Newton's equations, since $K(2-e^{iq}-e^{-iq})=2K(1-\cos q)=m\omega^2$.

```lean
/-- A plane wave obeying the dispersion relation satisfies Newton's equations of a uniform
chain. -/
theorem planeWave_newton {m q : ℝ} (hd : m * ω ^ 2 = 2 * K * (1 - Real.cos q)) :
    SolvesNewton K ω (fun _ => m) (planeWave q) := by
  intro n
  have hp : planeWave q (n + 1) = planeWave q n * exp (q * I) := by
    simp only [planeWave]
    rw [← Complex.exp_add]
    congr 1
    push_cast
    ring
  have hm : planeWave q (n - 1) = planeWave q n * exp (-(q * I)) := by
    simp only [planeWave]
    rw [← Complex.exp_add]
    congr 1
    push_cast
    ring
  have hdC := congrArg Complex.ofReal hd
  push_cast at hdC
  rw [hp, hm, exp_neg_phase, Complex.exp_mul_I]
  linear_combination planeWave q n * hdC
```

In the joined chain, therefore, only sites 0 and 1 impose conditions. Continue the left-hand wave to site 1 and subtract its equation at site 0 from the true one; then do the same with the right-hand wave at site 1. This leaves

$$e^{iq_1}+re^{-iq_1}=te^{iq_2},\qquad 1+r=t .$$

These are `x0` and `x1` in the proof, before $K$ is divided out. The converse checks $n<0$, $n=0$, $n=1$ and $n>1$ separately.

```lean
/-- For `K > 0` and wavenumbers obeying the dispersion relations, the scattering wave solves
Newton's equations at every site exactly when its amplitudes meet the two matching conditions. -/
theorem newton_iff_matching (hK : 0 < K) (hd₁ : m₁ * ω ^ 2 = 2 * K * (1 - Real.cos q₁))
    (hd₂ : m₂ * ω ^ 2 = 2 * K * (1 - Real.cos q₂)) :
    SolvesNewton K ω (junctionMass m₁ m₂) (scatteringWave q₁ q₂ r t) ↔
      1 + r = t ∧ exp (q₁ * I) + r * exp (-(q₁ * I)) = t * exp (q₂ * I) := by
  have hKc : (K : ℂ) ≠ 0 := by exact_mod_cast hK.ne'
  have L : ∀ k : ℤ, k ≤ 0 → scatteringWave q₁ q₂ r t k =
      planeWave q₁ k + r * planeWave (-q₁) k := fun k hk => if_pos hk
  have R : ∀ k : ℤ, 0 < k → scatteringWave q₁ q₂ r t k = t * planeWave q₂ k :=
    fun k hk => if_neg (not_le.mpr hk)
  have ML : ∀ k : ℤ, k ≤ 0 → junctionMass m₁ m₂ k = m₁ := fun k hk => if_pos hk
  have MR : ∀ k : ℤ, 0 < k → junctionMass m₁ m₂ k = m₂ := fun k hk => if_neg (not_le.mpr hk)
  have p := planeWave_newton hd₁
  have p' := planeWave_newton (q := -q₁) (by rw [Real.cos_neg]; exact hd₁)
  have p₂ := planeWave_newton hd₂
  have z : ∀ q : ℝ, planeWave q (1 - 1) = 1 := fun q => by simp [planeWave]
  have e : ∀ q : ℝ, planeWave q (0 + 1) = exp (q * I) := fun q => by simp [planeWave]
  have e' : planeWave (-q₁) (0 + 1) = exp (-(q₁ * I)) := by simp [planeWave]
  constructor
  · intro h
    -- only the equations at the two sites next to the junction carry information
    have h0 := h 0
    rw [ML 0 le_rfl, L 0 le_rfl, L (0 - 1) (by norm_num), R (0 + 1) (by norm_num)] at h0
    have h1 := h 1
    rw [MR 1 one_pos, R 1 one_pos, L (1 - 1) (by norm_num), R (1 + 1) (by norm_num)] at h1
    have x0 : (K : ℂ) * (planeWave q₁ (0 + 1) + r * planeWave (-q₁) (0 + 1)
        - t * planeWave q₂ (0 + 1)) = 0 := by
      linear_combination p 0 + r * p' 0 - h0
    have x1 : (K : ℂ) * (t * planeWave q₂ (1 - 1)
        - (planeWave q₁ (1 - 1) + r * planeWave (-q₁) (1 - 1))) = 0 := by
      linear_combination t * p₂ 1 - h1
    rw [e', e q₁, e q₂] at x0
    rw [z q₁, z q₂, z (-q₁)] at x1
    have y0 := (mul_eq_zero.mp x0).resolve_left hKc
    have y1 := (mul_eq_zero.mp x1).resolve_left hKc
    exact ⟨by linear_combination -y1, by linear_combination y0⟩
  · rintro ⟨h0, h1⟩ n
    have y0 : planeWave q₁ (1 - 1) + r * planeWave (-q₁) (1 - 1) = t * planeWave q₂ (1 - 1) := by
      rw [z q₁, z q₂, z (-q₁)]
      linear_combination h0
    have y1 : planeWave q₁ (0 + 1) + r * planeWave (-q₁) (0 + 1) = t * planeWave q₂ (0 + 1) := by
      rw [e', e q₁, e q₂]
      exact h1
    rcases lt_trichotomy n 0 with hn | rfl | hn
    · rw [ML n hn.le, L n hn.le, L (n - 1) (by omega), L (n + 1) (by omega)]
      linear_combination p n + r * p' n
    · rw [ML 0 le_rfl, L 0 le_rfl, L (0 - 1) (by norm_num), R (0 + 1) (by norm_num)]
      linear_combination p 0 + r * p' 0 - K * y1
    · rcases eq_or_lt_of_le (show 1 ≤ n by omega) with rfl | hn'
      · rw [MR 1 one_pos, R 1 one_pos, L (1 - 1) (by norm_num), R (1 + 1) (by norm_num)]
        linear_combination t * p₂ 1 + K * y0
      · rw [MR n hn, R n hn, R (n - 1) (by omega), R (n + 1) (by omega)]
        linear_combination t * p₂ n
```

Putting $r=t-1$ into the first condition gives $t(e^{iq_2}-e^{-iq_1})=2i\sin q_1$. Multiplication by $KG$ turns this into $t=i\Gamma_1G$, and the steps reverse. A scattering wave of this form therefore exists, and its amplitudes are unique.

```lean
/-- For `K > 0`, wavenumbers in `(0, π)` obeying the dispersion relations, and leads satisfying
`IsSurfaceGreen`, the scattering wave solves Newton's equations exactly when `t = i Γ₁ G` and
`r = t - 1`. -/
theorem newton_iff_green (hK : 0 < K) (hq₁ : q₁ ∈ Set.Ioo 0 Real.pi)
    (hq₂ : q₂ ∈ Set.Ioo 0 Real.pi) (hd₁ : m₁ * ω ^ 2 = 2 * K * (1 - Real.cos q₁))
    (hd₂ : m₂ * ω ^ 2 = 2 * K * (1 - Real.cos q₂))
    (hg₁ : IsSurfaceGreen K m₁ ω g₁) (hg₂ : IsSurfaceGreen K m₂ ω g₂) :
    SolvesNewton K ω (junctionMass m₁ m₂) (scatteringWave q₁ q₂ r t) ↔
      t = I * broadening K g₁ * siteGreen K m₁ ω g₁ g₂ ∧ r = t - 1 := by
  have hG := siteGreen_junction hK hq₁ hq₂ hd₁ hd₂ hg₁ hg₂
  have hs : exp (q₁ * I) - exp (-(q₁ * I)) = 2 * Complex.sin q₁ * I := by
    rw [exp_neg_phase, Complex.exp_mul_I]
    ring
  rw [newton_iff_matching hK hd₁ hd₂, (lead_selfEnergy hK hq₁ hd₁ hg₁).2]
  push_cast
  generalize siteGreen K m₁ ω g₁ g₂ = G at *
  constructor
  · rintro ⟨h0, h1⟩
    refine ⟨?_, by linear_combination h0⟩
    linear_combination -t * hG + G * K * (-h1 + exp (-(q₁ * I)) * h0 + hs)
  · rintro ⟨ht, hr⟩
    refine ⟨by linear_combination hr, ?_⟩
    linear_combination exp (-(q₁ * I)) * hr + hs - (exp (q₂ * I) - exp (-(q₁ * I))) * ht
      - 2 * I * Complex.sin q₁ * hG
```

Eliminating $t$ instead gives $r(e^{iq_2}-e^{-iq_1})=e^{iq_1}-e^{iq_2}$. Using the phase formula on both sides,

$$1-|r|^2=\frac{\sin^2\frac{q_1+q_2}{2}-\sin^2\frac{q_1-q_2}{2}}{\sin^2\frac{q_1+q_2}{2}} .$$

The numerator is $\sin q_1\sin q_2$, which is `hid` in the proof, so the right-hand side is the closed form of $T$. The hypothesis `hu` says that $r$ and $t$ belong to a solution of Newton's equations.

```lean
/-- For `K > 0`, wavenumbers in `(0, π)` obeying the dispersion relations, and leads satisfying
`IsSurfaceGreen`, the Caroli transmission equals `1 - |r|²`, with `r` the reflection amplitude of
the scattering wave that solves Newton's equations. -/
theorem caroli_eq_one_sub_reflection (hK : 0 < K) (hq₁ : q₁ ∈ Set.Ioo 0 Real.pi)
    (hq₂ : q₂ ∈ Set.Ioo 0 Real.pi) (hd₁ : m₁ * ω ^ 2 = 2 * K * (1 - Real.cos q₁))
    (hd₂ : m₂ * ω ^ 2 = 2 * K * (1 - Real.cos q₂))
    (hg₁ : IsSurfaceGreen K m₁ ω g₁) (hg₂ : IsSurfaceGreen K m₂ ω g₂)
    (hu : SolvesNewton K ω (junctionMass m₁ m₂) (scatteringWave q₁ q₂ r t)) :
    caroli K m₁ ω g₁ g₂ = 1 - ‖r‖ ^ 2 := by
  obtain ⟨h0, h1⟩ := (newton_iff_matching hK hd₁ hd₂).1 hu
  have hS : 0 < Real.sin ((q₁ + q₂) / 2) := Real.sin_pos_of_pos_of_lt_pi
    (by linarith [hq₁.1, hq₂.1]) (by linarith [hq₁.2, hq₂.2])
  -- eliminate t from the matching conditions and take moduli
  have hr : r * (exp (q₂ * I) - exp (-(q₁ * I))) = exp (q₁ * I) - exp (q₂ * I) := by
    linear_combination exp (q₂ * I) * h0 - h1
  have hn := congrArg (fun z : ℂ => ‖z‖ ^ 2) hr
  simp only [norm_mul, mul_pow] at hn
  have hD := phase_gap (-q₂) q₁
  rw [show -(((-q₂ : ℝ) : ℂ) * I) = q₂ * I by push_cast; ring,
    show (-q₂ + q₁) / 2 = (q₁ - q₂) / 2 by ring] at hD
  rw [phase_gap, hD] at hn
  have hid : Real.sin q₁ * Real.sin q₂ =
      Real.sin ((q₁ + q₂) / 2) ^ 2 - Real.sin ((q₁ - q₂) / 2) ^ 2 := by
    have a := Real.sin_add ((q₁ + q₂) / 2) ((q₁ - q₂) / 2)
    have b := Real.sin_sub ((q₁ + q₂) / 2) ((q₁ - q₂) / 2)
    rw [show (q₁ + q₂) / 2 + (q₁ - q₂) / 2 = q₁ by ring] at a
    rw [show (q₁ + q₂) / 2 - (q₁ - q₂) / 2 = q₂ by ring] at b
    rw [a, b]
    linear_combination
      Real.sin ((q₁ + q₂) / 2) ^ 2 * Real.sin_sq_add_cos_sq ((q₁ - q₂) / 2)
      - Real.sin ((q₁ - q₂) / 2) ^ 2 * Real.sin_sq_add_cos_sq ((q₁ + q₂) / 2)
  rw [caroli_closed_form hK hq₁ hq₂ hd₁ hd₂ hg₁ hg₂, div_eq_iff (pow_pos hS 2).ne']
  linear_combination hid + hn / 4

end Junction

end

end CaroliJunction
```

```lean
#print axioms CaroliJunction.newton_iff_green
#print axioms CaroliJunction.caroli_eq_one_sub_reflection
```

```
'CaroliJunction.newton_iff_green' depends on axioms: [propext, Classical.choice, Quot.sound]
'CaroliJunction.caroli_eq_one_sub_reflection' depends on axioms: [propext, Classical.choice, Quot.sound]
```
